# Exact parallel-replica timing for a finite Markov basin in its quasi-stationary distribution

## A basin, its exits and the stationary shape inside it

A metastable basin is a finite set $S$ of states, and $E$ is the finite set of states reached on leaving it. Time runs in discrete steps. Probability vectors are rows and act on matrices from the left, so $(\nu M)_j=\sum_i \nu_i M_{ij}$, which Lean writes as `ν ᵥ* M`. All entries are real numbers.

```lean
import Mathlib

open Matrix

namespace ParallelReplica

noncomputable section

variable {S E : Type*} [Fintype S] [Fintype E]
```

From basin state $i$, the walker moves to basin state $j$ with probability $Q_{ij}$ or leaves to exit state $e$ with probability $R_{ie}$. These are the only possibilities, so

$$Q_{ij}\ge 0,\qquad R_{ie}\ge 0,\qquad \sum_{j}Q_{ij}+\sum_{e}R_{ie}=1 .$$

The three fields of `IsBasin` are these conditions. Nothing is said about what happens after an exit, and detailed balance is not required.

```lean
/-- In one step the walker either stays in the basin (matrix `Q`) or leaves it (matrix `R`),
with nonnegative probabilities that add up to one from every basin state. -/
structure IsBasin (Q : Matrix S S ℝ) (R : Matrix S E ℝ) : Prop where
  stay_nonneg : ∀ i j, 0 ≤ Q i j
  exit_nonneg : ∀ i e, 0 ≤ R i e
  row_sum : ∀ i, ∑ j, Q i j + ∑ e, R i e = 1
```

A quasi-stationary distribution is a probability vector $\nu$ on $S$ with

$$\nu Q=\rho\,\nu .$$

One step multiplies every population by the same factor $\rho$, so for $\rho>0$ the relative populations stay as they were. If some power of $Q$ has only positive entries, the distribution of a walker conditioned on staying in the basin approaches such a $\nu$, whatever state it entered in. Neither this relaxation nor the existence of $\nu$ is derived here, and the theorems do not use the relaxation: `IsQuasiStationary` is a hypothesis about a given $\nu$ and $\rho$.

```lean
/-- A quasi-stationary distribution: a probability vector on the basin that one step
reproduces up to the factor `ρ`. -/
structure IsQuasiStationary (ν : S → ℝ) (Q : Matrix S S ℝ) (ρ : ℝ) : Prop where
  nonneg : ∀ i, 0 ≤ ν i
  sum_one : ∑ i, ν i = 1
  eigen : ν ᵥ* Q = ρ • ν
```

The exit distribution is the one-step flux out of the basin, normalised:

$$\pi_e=\frac{(\nu R)_e}{1-\rho}.$$

In Lean it is `exitLaw`, which has no step number among its arguments. The theorems that need the division to be meaningful assume $\rho<1$, which says that a walker distributed as $\nu$ has a nonzero chance of leaving in one step.

```lean
/-- The one-step flux `ν R` divided by `1 - ρ`; at `ρ = 1` Lean's division returns zero. -/
def exitLaw (ν : S → ℝ) (R : Matrix S E ℝ) (ρ : ℝ) (e : E) : ℝ :=
  (ν ᵥ* R) e / (1 - ρ)
```

## The flux out of the basin

For any matrix $M$ with rows indexed by $S$, exchanging two finite sums gives

$$\sum_j(\nu M)_j=\sum_j\sum_i\nu_iM_{ij}=\sum_i\nu_i\sum_jM_{ij}.$$

The exchange is `Finset.sum_comm`.

```lean
/-- The entries of `ν ᵥ* M` add up to the sum of the row sums of `M` weighted by the entries of `ν`.
-/
theorem sum_vecMul {T : Type*} [Fintype T] (ν : S → ℝ) (M : Matrix S T ℝ) :
    ∑ j, (ν ᵥ* M) j = ∑ i, ν i * ∑ j, M i j := by
  simp only [Matrix.vecMul, dotProduct, Finset.mul_sum]
  exact Finset.sum_comm
```

Apply this to $Q$ and to $R$ and add. The row sums combine to one, so

$$\sum_j(\nu Q)_j+\sum_e(\nu R)_e=\sum_i\nu_i\Big(\sum_jQ_{ij}+\sum_eR_{ie}\Big)=\sum_i\nu_i=1 .$$

The eigenvalue equation gives the first term separately, $\sum_j(\nu Q)_j=\rho\sum_j\nu_j=\rho$. Subtraction leaves

$$\sum_e(\nu R)_e=1-\rho .$$

In the proof, `hQ` is the value of the first term, `hall` is the conservation of probability, and `linarith` subtracts.

```lean
/-- The probability of leaving a basin in one step from the quasi-stationary distribution
is `1 - ρ`. -/
theorem total_exit_flux {ν : S → ℝ} {Q : Matrix S S ℝ} {R : Matrix S E ℝ} {ρ : ℝ}
    (hB : IsBasin Q R) (hν : IsQuasiStationary ν Q ρ) :
    ∑ e, (ν ᵥ* R) e = 1 - ρ := by
  have hQ : ∑ j, (ν ᵥ* Q) j = ρ := by
    rw [hν.eigen]
    simp only [Pi.smul_apply, smul_eq_mul]
    rw [← Finset.mul_sum, hν.sum_one, mul_one]
  -- staying and leaving exhaust the possibilities
  have hall : ∑ j, (ν ᵥ* Q) j + ∑ e, (ν ᵥ* R) e = 1 := by
    rw [sum_vecMul, sum_vecMul, ← Finset.sum_add_distrib, ← hν.sum_one]
    refine Finset.sum_congr rfl fun i _ => ?_
    rw [← mul_add, hB.row_sum, mul_one]
  linarith
```

## Survival and exit probabilities, serial and parallel

The entry $(\nu Q^n)_i$ is the probability that a walker started from $\nu$ has stayed in the basin for $n$ steps and is then at $i$. Summing over $i$ gives the survival probability

$$s_n=\sum_i(\nu Q^n)_i .$$

```lean
variable [DecidableEq S]

/-- The probability of still being in the basin after `n` steps. -/
def survival (ν : S → ℝ) (Q : Matrix S S ℝ) (n : ℕ) : ℝ := ∑ i, (ν ᵥ* Q ^ n) i
```

If the walker stays for $n$ steps and leaves to $e$ at the next one, the exit happens at step $n+1$. Its probability is

$$f_n(e)=(\nu Q^nR)_e .$$

```lean
/-- The probability of staying for `n` steps and leaving to `e` at step `n + 1`. -/
def exitProb (ν : S → ℝ) (Q : Matrix S S ℝ) (R : Matrix S E ℝ) (n : ℕ) (e : E) : ℝ :=
  ((ν ᵥ* Q ^ n) ᵥ* R) e
```

Now let $N$ replicas start independently from $\nu$. A joint configuration assigns a basin state $x_k$ to each replica $k=0,\dots,N-1$, which in Lean is a function `Fin N → S`. Independence makes its weight a product, and the probability that all replicas are still in the basin after $n$ steps is

$$s^{(N)}_n=\sum_{x}\prod_{k}(\nu Q^n)_{x_k}.$$

```lean
/-- The probability that `N` independent replicas are all in the basin after `n` steps,
summed over their joint configurations. -/
def replicaSurvival (ν : S → ℝ) (Q : Matrix S S ℝ) (N n : ℕ) : ℝ :=
  ∑ x : Fin N → S, ∏ k, (ν ᵥ* Q ^ n) (x k)
```

Several replicas may leave in the same parallel step, so a rule is needed to decide which exit counts. The rule used here takes the lowest-numbered replica. For replica $k$ to be chosen at parallel step $n+1$ with exit state $e$, three things must happen:

- replicas $j<k$ survive $n+1$ steps;
- replica $k$ survives $n$ steps and then leaves to $e$;
- replicas $j>k$ survive $n$ steps, with no condition on the step after.

By independence the probability is

$$f^{(N)}_{n,k}(e)=s_{n+1}^{\,k}\;f_n(e)\;s_n^{\,N-k-1}.$$

`replicaExit` writes this as one product over replicas with a case distinction. Independence enters through the product form of the two replica definitions; no underlying probability space is constructed.

```lean
/-- The probability that the first exit among `N` independent replicas falls in parallel step
`n + 1`, with `k` the lowest-numbered replica leaving in that step and `e` its exit state. -/
def replicaExit (ν : S → ℝ) (Q : Matrix S S ℝ) (R : Matrix S E ℝ) (N n : ℕ)
    (k : Fin N) (e : E) : ℝ :=
  ∏ j : Fin N, if j < k then survival ν Q (n + 1)
    else if j = k then exitProb ν Q R n e else survival ν Q n
```

## Geometric survival

The basin keeps the shape of $\nu$ at all times:

$$\nu Q^n=\rho^n\nu .$$

For $n=0$ both sides are $\nu$. If the equation holds for $n$, then $\nu Q^{n+1}=(\nu Q^n)Q=\rho^n\,\nu Q=\rho^{n+1}\nu$. The Lean induction follows the same two lines.

```lean
/-- After `n` steps the quasi-stationary distribution keeps its shape and has weight `ρ ^ n`. -/
theorem vecMul_pow {ν : S → ℝ} {Q : Matrix S S ℝ} {ρ : ℝ}
    (hν : IsQuasiStationary ν Q ρ) (n : ℕ) : ν ᵥ* Q ^ n = ρ ^ n • ν := by
  induction n with
  | zero => simp
  | succ n ih =>
    rw [pow_succ, ← Matrix.vecMul_vecMul, ih, Matrix.smul_vecMul, hν.eigen, smul_smul, pow_succ]
```

Summing over the states and using $\sum_i\nu_i=1$ gives

$$s_n=\rho^n .$$

```lean
/-- From the quasi-stationary distribution, the survival probability after `n` steps
is `ρ ^ n`. -/
theorem survival_eq {ν : S → ℝ} {Q : Matrix S S ℝ} {ρ : ℝ}
    (hν : IsQuasiStationary ν Q ρ) (n : ℕ) : survival ν Q n = ρ ^ n := by
  unfold survival
  rw [vecMul_pow hν]
  simp only [Pi.smul_apply, smul_eq_mul]
  rw [← Finset.mul_sum, hν.sum_one, mul_one]
```

## The exit state is independent of the exit time

Let $\rho<1$. Then $\pi_e\ge 0$, because $\nu$ and $R$ are nonnegative and $1-\rho>0$. The total flux found above gives $\sum_e\pi_e=(1-\rho)/(1-\rho)=1$. Finally,

$$f_n(e)=(\nu Q^nR)_e=\rho^n(\nu R)_e=\rho^n(1-\rho)\,\pi_e .$$

The joint probability of exit step and exit state is a geometric law in the step times a fixed distribution over the exits. Kinetic Monte Carlo in continuous time assumes the analogous form for an escape event, an exponential waiting time independent of the exit state. Here the discrete-time version is derived for a finite basin started from $\nu$.

The theorem states the three facts as one conjunction, and the three bullets of its proof establish them in this order.

```lean
/-- For a basin started in a quasi-stationary distribution with `ρ < 1`, the exit distribution is a
probability vector, and the joint probability of exit step and exit state is a geometric law in the
step times this distribution. -/
theorem exit_factorises {ν : S → ℝ} {Q : Matrix S S ℝ} {R : Matrix S E ℝ} {ρ : ℝ}
    (hB : IsBasin Q R) (hν : IsQuasiStationary ν Q ρ) (hρ : ρ < 1) :
    (∀ e, 0 ≤ exitLaw ν R ρ e) ∧ ∑ e, exitLaw ν R ρ e = 1 ∧
      ∀ n e, exitProb ν Q R n e = ρ ^ n * (1 - ρ) * exitLaw ν R ρ e := by
  have hpos : 0 < 1 - ρ := by linarith
  refine ⟨fun e => ?_, ?_, fun n e => ?_⟩
  · exact div_nonneg
      (Finset.sum_nonneg fun i _ => mul_nonneg (hν.nonneg i) (hB.exit_nonneg i e)) hpos.le
  · unfold exitLaw
    rw [← Finset.sum_div, total_exit_flux hB hν, div_self hpos.ne']
  · unfold exitProb exitLaw
    rw [vecMul_pow hν, Matrix.smul_vecMul, Pi.smul_apply, smul_eq_mul, mul_assoc,
      mul_div_cancel₀ _ hpos.ne']
```

## Replicas share the survival of one long trajectory

A sum over all configurations of a product of single-replica weights is the product of the single-replica sums:

$$s^{(N)}_n=\prod_{k}\sum_i(\nu Q^n)_i=s_n^{\,N}=\rho^{nN}=s_{Nn}.$$

So $N$ replicas all survive $n$ steps exactly as often as one trajectory survives $Nn$ steps. The exchange of product and sum is `Finset.prod_univ_sum`, used in the auxiliary fact `h`; the rest is arithmetic of exponents.

```lean
/-- Started from a quasi-stationary distribution, `N` independent replicas all survive `n` steps
with the probability that a single trajectory survives `N * n` steps. -/
theorem replicaSurvival_eq {ν : S → ℝ} {Q : Matrix S S ℝ} {ρ : ℝ}
    (hν : IsQuasiStationary ν Q ρ) (N n : ℕ) :
    replicaSurvival ν Q N n = survival ν Q (N * n) := by
  -- independence turns the sum over configurations into a product
  have h : replicaSurvival ν Q N n = ∏ _k : Fin N, survival ν Q n := by
    unfold replicaSurvival survival
    rw [Finset.prod_univ_sum, Fintype.piFinset_univ]
  rw [h, Finset.prod_const, Finset.card_univ, Fintype.card_fin, survival_eq hν,
    survival_eq hν, ← pow_mul, mul_comm n N]
```

## The clock for the first parallel exit

Insert $s_n=\rho^n$ and $f_n(e)=\rho^n(\nu R)_e$ into the probability that replica $k$ is chosen:

$$f^{(N)}_{n,k}(e)=\rho^{(n+1)k}\,\rho^n(\nu R)_e\,\rho^{n(N-k-1)}=\rho^{Nn+k}(\nu R)_e=f_{Nn+k}(e).$$

The right-hand side is the probability that a single trajectory leaves to $e$ at step $Nn+k+1$. That number also counts the work in a natural order: $N$ replicas completed $n$ steps each, the $k$ replicas before the chosen one survived one step more, and the chosen replica took its last step.

The proof arranges the factors a little differently. In `hf`, every replica contributes $\rho^n$, each replica before $k$ contributes one more $\rho$, and replica $k$ contributes $(\nu R)_e$; the three cases come from `lt_trichotomy`. Then `hlt` counts the replicas before $k$, which gives $\rho^k$, and `heq` picks out the single factor $(\nu R)_e$. The identity needs only the quasi-stationary hypothesis, and `R` may be any real matrix; reading both sides as probabilities requires the basin conditions as well.

```lean
omit [Fintype E] in
/-- For quasi-stationary `ν` and any real matrix `R`, the value of `replicaExit` for replica `k`
(counted from zero) and parallel step `n + 1` equals the value of `exitProb` for the same exit state
and serial step `N * n + k + 1`. -/
theorem replicaExit_eq {ν : S → ℝ} {Q : Matrix S S ℝ} {ρ : ℝ}
    (hν : IsQuasiStationary ν Q ρ) (R : Matrix S E ℝ) (N n : ℕ) (k : Fin N) (e : E) :
    replicaExit ν Q R N n k e = exitProb ν Q R (N * n + k) e := by
  have hexit : ∀ m, exitProb ν Q R m e = ρ ^ m * (ν ᵥ* R) e := fun m => by
    unfold exitProb
    rw [vecMul_pow hν, Matrix.smul_vecMul, Pi.smul_apply, smul_eq_mul]
  -- every replica contributes `ρ ^ n`; those before `k` contribute one more factor `ρ`
  have hf : ∀ j : Fin N, (if j < k then survival ν Q (n + 1)
      else if j = k then exitProb ν Q R n e else survival ν Q n) =
      ρ ^ n * ((if j < k then ρ else 1) * (if j = k then (ν ᵥ* R) e else 1)) := by
    intro j
    rw [survival_eq hν, survival_eq hν, hexit]
    rcases lt_trichotomy j k with h | h | h
    · simp [h, h.ne, pow_succ]
    · simp [h]
    · simp [h.not_gt, h.ne']
  have hlt : ∏ j : Fin N, (if j < k then ρ else 1) = ρ ^ (k : ℕ) := by
    have hs : Finset.univ.filter (fun j : Fin N => j < k) = Finset.Iio k := by
      ext j
      simp
    rw [← Finset.prod_filter, Finset.prod_const, hs, Fin.card_Iio]
  have heq : ∏ j : Fin N, (if j = k then (ν ᵥ* R) e else 1) = (ν ᵥ* R) e := by
    simp
  unfold replicaExit
  rw [Finset.prod_congr rfl (fun j _ => hf j), Finset.prod_mul_distrib,
    Finset.prod_mul_distrib, hlt, heq, Finset.prod_const, Finset.card_univ,
    Fintype.card_fin, hexit]
  ring
```

For parallel-replica simulation of a finite Markov chain whose replicas start independently and exactly from $\nu$, this fixes the time to add after the first exit: $Nn+k+1$ steps. Adding $N(n+1)$ would be too much unless the last replica is the chosen one. For $N\ge1$, division with remainder, a step left to the reader, shows that each positive integer is $Nn+k+1$ for exactly one pair $(n,k)$, so the clock reading and the exit state together have the serial joint law. In practice the replicas are prepared by a finite relaxation stage, and the error from starting only near $\nu$ is not estimated here.

## The mean residence time

Assume again that $\rho<1$; without this hypothesis the walker might never leave. Started from $\nu$, it exits at step $n+1$ with probability $\sum_ef_n(e)=\rho^n(1-\rho)$. Since $\rho=s_1$ is a sum of nonnegative terms, also $\rho\ge0$, and the series converge:

$$\sum_{n\ge0}(n+1)\rho^n(1-\rho)=(1-\rho)\left[\frac{\rho}{(1-\rho)^2}+\frac1{1-\rho}\right]=\frac1{1-\rho}.$$

`HasSum` says that the series converges to the stated value. In the proof, `h0` is the lower bound on $\rho$, `hs` adds the two standard series, `hfun` rewrites the summand by the factorisation, and `hval` simplifies the value.

```lean
/-- The mean number of steps until exit from the quasi-stationary distribution
is `1 / (1 - ρ)`. -/
theorem mean_exit_step {ν : S → ℝ} {Q : Matrix S S ℝ} {R : Matrix S E ℝ} {ρ : ℝ}
    (hB : IsBasin Q R) (hν : IsQuasiStationary ν Q ρ) (hρ : ρ < 1) :
    HasSum (fun n : ℕ => ((n : ℝ) + 1) * ∑ e, exitProb ν Q R n e) (1 / (1 - ρ)) := by
  have h0 : 0 ≤ ρ := by
    have h1 : survival ν Q 1 = ρ := by rw [survival_eq hν, pow_one]
    rw [← h1]
    unfold survival
    rw [pow_one]
    exact Finset.sum_nonneg fun j _ =>
      Finset.sum_nonneg fun i _ => mul_nonneg (hν.nonneg i) (hB.stay_nonneg i j)
  have hne : 1 - ρ ≠ 0 := by linarith
  obtain ⟨_, hsum, hfac⟩ := exit_factorises hB hν hρ
  have hnorm : ‖ρ‖ < 1 := by rwa [Real.norm_of_nonneg h0]
  have hs := ((hasSum_coe_mul_geometric_of_norm_lt_one hnorm).add
    (hasSum_geometric_of_lt_one h0 hρ)).mul_right (1 - ρ)
  -- the weight of each exit step, and the value of the series
  have hfun : (fun n : ℕ => ((n : ℝ) + 1) * ∑ e, exitProb ν Q R n e) =
      fun n : ℕ => ((n : ℝ) * ρ ^ n + ρ ^ n) * (1 - ρ) := by
    funext n
    simp only [hfac]
    rw [← Finset.mul_sum, hsum]
    ring
  have hval : 1 / (1 - ρ) = (ρ / (1 - ρ) ^ 2 + (1 - ρ)⁻¹) * (1 - ρ) := by
    field_simp
    ring
  rw [hfun, hval]
  exact hs
```

## A two-state basin with unequal exits

Take

$$Q=\begin{pmatrix}1/2&1/8\\1/2&1/2\end{pmatrix},\qquad R=\begin{pmatrix}1/4&1/8\\0&0\end{pmatrix},\qquad \nu=(2/3,\,1/3).$$

Each combined row sum is one, and

$$\nu Q=\left(\tfrac13+\tfrac16,\ \tfrac1{12}+\tfrac16\right)=\left(\tfrac12,\tfrac14\right)=\tfrac34\,\nu ,$$

so $\rho=3/4$. The formulas above then give a mean exit step of $4$. The flux is $\nu R=(1/6,1/12)$, hence $\pi=(2/3,1/3)$, which happens to have the same entries as $\nu$. The theorem confirms the basin conditions and the quasi-stationary conditions entry by entry.

```lean
/-- A basin of two states, only the first of which has exits, with a quasi-stationary distribution
`(2/3, 1/3)` and `ρ = 3/4`. -/
theorem basin_witness :
    IsBasin (!![1/2, 1/8; 1/2, 1/2] : Matrix (Fin 2) (Fin 2) ℝ)
      (!![1/4, 1/8; 0, 0] : Matrix (Fin 2) (Fin 2) ℝ) ∧
    IsQuasiStationary (![2/3, 1/3] : Fin 2 → ℝ) !![1/2, 1/8; 1/2, 1/2] (3/4) := by
  refine ⟨⟨?_, ?_, ?_⟩, ⟨?_, ?_, ?_⟩⟩
  · intro i j
    fin_cases i <;> fin_cases j <;> norm_num
  · intro i j
    fin_cases i <;> fin_cases j <;> norm_num
  · intro i
    fin_cases i <;> norm_num [Fin.sum_univ_two]
  · intro i
    fin_cases i <;> norm_num
  · norm_num [Fin.sum_univ_two]
  · ext j
    fin_cases j <;> norm_num [Matrix.vecMul, dotProduct, Fin.sum_univ_two]

end

end ParallelReplica
```

```lean
#print axioms ParallelReplica.replicaSurvival_eq
#print axioms ParallelReplica.replicaExit_eq
#print axioms ParallelReplica.mean_exit_step
```

```
'ParallelReplica.replicaSurvival_eq' depends on axioms: [propext, Classical.choice, Quot.sound]
'ParallelReplica.replicaExit_eq' depends on axioms: [propext, Classical.choice, Quot.sound]
'ParallelReplica.mean_exit_step' depends on axioms: [propext, Classical.choice, Quot.sound]
```
